# The Hoffman–Wielandt inequality for real symmetric 2 × 2 matrices

## Definitions and conventions

A two-level Hamiltonian is taken as a real symmetric $2\times2$ matrix in an orthonormal basis, its two levels are ordered $a_1\le a_2$ and counted with multiplicity, and the size of a matrix is measured by the Frobenius norm. The Hoffman–Wielandt theorem covers normal complex matrices of any size, with a suitable pairing of eigenvalues; only the real symmetric $2\times2$ case is proved here, so complex Hermitian couplings and larger spaces are excluded.

```lean
import Mathlib

open Matrix

namespace TwoLevelHoffmanWielandt

noncomputable section

/-- Real 2 by 2 matrices; symmetry is not part of the type. -/
abbrev M2 := Matrix (Fin 2) (Fin 2) ℝ
```

`M2` is the type of real $2\times2$ matrices. The index type `Fin 2` has the elements 0 and 1, so `A 0 1` is $A_{01}$. Only the symmetric members of this type represent Hamiltonians; symmetry is not built in and enters the theorems that use it as the hypothesis `A.IsSymm`, meaning $A^{\mathsf T}=A$.

```lean
/-- The squared Frobenius norm: the sum of the squares of all matrix elements. -/
def frobSq (M : M2) : ℝ := ∑ i, ∑ j, M i j ^ 2
```

`frobSq M` is $\|M\|_F^2=\sum_{ij}M_{ij}^2$. Norms appear only squared.

```lean
/-- The secular determinant `det (x 1 - A)`. -/
def secular (A : M2) (x : ℝ) : ℝ := (x • (1 : M2) - A).det
```

`secular A x` is $\det(x\mathbb 1-A)$. The symbol `•` multiplies by a scalar, and `(1 : M2)` is the unit matrix.

```lean
/-- `a1 ≤ a2` are the levels of `A`, counted with multiplicity: the secular determinant
factorises as `(x - a1) (x - a2)`. -/
def OrderedLevels (A : M2) (a1 a2 : ℝ) : Prop :=
  a1 ≤ a2 ∧ ∀ x, secular A x = (x - a1) * (x - a2)
```

`OrderedLevels A a1 a2` is a proposition: $a_1\le a_2$, and $\det(x\mathbb 1-A)=(x-a_1)(x-a_2)$ for every real $x$. A degenerate level is the case $a_1=a_2$.

```lean
/-- The quantity `2 tr (A B) - tr A tr B`, twice the trace of the product of the traceless
parts of `A` and `B`. -/
def tracelessOverlap (A B : M2) : ℝ := 2 * (A * B).trace - A.trace * B.trace
```

`tracelessOverlap A B` is $S=2\operatorname{tr}(AB)-\operatorname{tr}A\operatorname{tr}B$. For the hand calculations, attach to a symmetric $A$ the numbers $t_A=A_{00}+A_{11}$, $d_A=A_{00}-A_{11}$, $c_A=2A_{01}$, so that $A=\tfrac12(t_A\mathbb 1+d_A\sigma_z+c_A\sigma_x)$ with the Pauli matrices $\sigma_z$ and $\sigma_x$. Then
$$\operatorname{tr}(AB)=A_{00}B_{00}+A_{11}B_{11}+2A_{01}B_{01}=\tfrac12(t_At_B+d_Ad_B+c_Ac_B),$$
and $S=d_Ad_B+c_Ac_B$ is the dot product of the plane vectors $(d_A,c_A)$ and $(d_B,c_B)$.

## The levels

```lean
/-- Two ordered numbers are the levels of `A` exactly when their sum is the trace and their
product is the determinant. -/
theorem orderedLevels_iff (A : M2) (a1 a2 : ℝ) :
    OrderedLevels A a1 a2 ↔ a1 ≤ a2 ∧ a1 + a2 = A.trace ∧ a1 * a2 = A.det := by
  -- expand the secular determinant
  have hs : ∀ x, secular A x = x ^ 2 - A.trace * x + A.det := by
    intro x
    have h00 : (x • (1 : M2) - A) 0 0 = x - A 0 0 := by simp
    have h01 : (x • (1 : M2) - A) 0 1 = - A 0 1 := by simp
    have h10 : (x • (1 : M2) - A) 1 0 = - A 1 0 := by simp
    have h11 : (x • (1 : M2) - A) 1 1 = x - A 1 1 := by simp
    unfold secular
    rw [Matrix.det_fin_two (x • (1 : M2) - A), h00, h01, h10, h11, Matrix.trace_fin_two A,
      Matrix.det_fin_two A]
    ring
  unfold OrderedLevels
  constructor
  · rintro ⟨hle, h⟩
    -- compare the two quadratics at x = 0 and x = 1
    have h0 := h 0
    have h1 := h 1
    rw [hs] at h0
    rw [hs] at h1
    refine ⟨hle, ?_, ?_⟩
    · linear_combination h1 - h0
    · linear_combination (-1) * h0
  · rintro ⟨hle, ht, hd⟩
    refine ⟨hle, fun x => ?_⟩
    rw [hs]
    linear_combination x * ht - hd
```

A theorem lists its variables and hypotheses, then the claim after the colon, then the proof after `by`. This one holds for any real matrix: ordered numbers are the levels exactly when $a_1+a_2=\operatorname{tr}A$ and $a_1a_2=\det A$. Expanding the determinant gives $x^2-x\operatorname{tr}A+\det A$, which is `hs`. Comparing with $(x-a_1)(x-a_2)$ at $x=0$ gives the product; subtracting that equation from the one at $x=1$ gives the sum. The tactic `linear_combination` checks that the goal is the stated combination of known equations, so `h1 - h0` is this subtraction. Conversely, inserting sum and product reproduces the factorisation.

```lean
/-- A number `x` admits a non-zero vector with `A v = x v` exactly when it is one of the two
levels. -/
theorem eigenvalue_iff_level {A : M2} {a1 a2 : ℝ} (h : OrderedLevels A a1 a2) (x : ℝ) :
    (∃ v : Fin 2 → ℝ, v ≠ 0 ∧ A *ᵥ v = x • v) ↔ x = a1 ∨ x = a2 := by
  have key : ∀ v : Fin 2 → ℝ, A *ᵥ v = x • v ↔ (x • (1 : M2) - A) *ᵥ v = 0 := by
    intro v
    have hs : (x • (1 : M2)) *ᵥ v = x • v := by
      rw [Matrix.smul_mulVec, Matrix.one_mulVec]
    rw [Matrix.sub_mulVec, hs, sub_eq_zero]
    exact eq_comm
  simp only [key]
  -- a non-trivial kernel is a vanishing secular determinant
  rw [Matrix.exists_mulVec_eq_zero_iff]
  show secular A x = 0 ↔ x = a1 ∨ x = a2
  rw [h.2 x, mul_eq_zero, sub_eq_zero, sub_eq_zero]
```

Here `A *ᵥ v` is $Av$. A real $x$ has a non-zero real vector with $Av=xv$ exactly when $x=a_1$ or $x=a_2$. The eigenvalue equation is $(x\mathbb 1-A)v=0$ (`key`), a non-zero solution exists exactly when the determinant vanishes (`Matrix.exists_mulVec_eq_zero_iff`), and a product vanishes when a factor does. The levels of the definition are therefore the eigenvalues.

```lean
/-- Every real symmetric 2 by 2 matrix has the ordered levels
`(A00 + A11 ∓ sqrt ((A00 - A11)^2 + 4 A01^2)) / 2`. -/
theorem levels_of_symm {A : M2} (hA : A.IsSymm) :
    OrderedLevels A
      ((A 0 0 + A 1 1 - Real.sqrt ((A 0 0 - A 1 1) ^ 2 + 4 * A 0 1 ^ 2)) / 2)
      ((A 0 0 + A 1 1 + Real.sqrt ((A 0 0 - A 1 1) ^ 2 + 4 * A 0 1 ^ 2)) / 2) := by
  have sA : A 1 0 = A 0 1 := hA.apply 0 1
  have hD : 0 ≤ (A 0 0 - A 1 1) ^ 2 + 4 * A 0 1 ^ 2 := by positivity
  have hr := Real.sq_sqrt hD
  have h0 := Real.sqrt_nonneg ((A 0 0 - A 1 1) ^ 2 + 4 * A 0 1 ^ 2)
  rw [orderedLevels_iff, Matrix.trace_fin_two A, Matrix.det_fin_two A, sA]
  refine ⟨by linarith, by ring, ?_⟩
  linear_combination (-1 / 4) * hr
```

Every symmetric $A$ has the ordered levels $\tfrac12\big(t_A\mp\sqrt{D}\big)$ with $D=d_A^2+c_A^2\ge0$. They are ordered because $\sqrt D\ge0$, their sum is $t_A$, and their product is $\tfrac14(t_A^2-D)=A_{00}A_{11}-A_{01}^2=\det A$. The line `sA` extracts $A_{10}=A_{01}$ from symmetry. The hypothesis `OrderedLevels` in the later theorems thus excludes no symmetric matrix.

```lean
/-- The squared gap of a symmetric matrix is the squared difference of the diagonal elements
plus four times the squared coupling. -/
theorem gap_sq {A : M2} {a1 a2 : ℝ} (hA : A.IsSymm) (ha : OrderedLevels A a1 a2) :
    (a2 - a1) ^ 2 = (A 0 0 - A 1 1) ^ 2 + 4 * A 0 1 ^ 2 := by
  have sA : A 1 0 = A 0 1 := hA.apply 0 1
  obtain ⟨-, ht, hd⟩ := (orderedLevels_iff A a1 a2).1 ha
  rw [Matrix.trace_fin_two A] at ht
  rw [Matrix.det_fin_two A, sA] at hd
  linear_combination (a1 + a2 + A 0 0 + A 1 1) * ht - 4 * hd
```

Write $g_A=a_2-a_1$ for the gap. Then
$$g_A^2=(a_1+a_2)^2-4a_1a_2=t_A^2-4\det A=d_A^2+c_A^2 ,$$
so the gap is the length of $(d_A,c_A)$. In the last tactic, the factor multiplying `ht` turns $a_1+a_2=t_A$ into $(a_1+a_2)^2=t_A^2$.

## Two identities

```lean
/-- For symmetric `A`, `B` the squared Frobenius norm of `A - B` equals the sum of squared
level shifts plus the product of the gaps minus the traceless overlap. -/
theorem frobSq_sub_eq {A B : M2} {a1 a2 b1 b2 : ℝ} (hA : A.IsSymm) (hB : B.IsSymm)
    (ha : OrderedLevels A a1 a2) (hb : OrderedLevels B b1 b2) :
    frobSq (A - B) = (a1 - b1) ^ 2 + (a2 - b2) ^ 2
      + ((a2 - a1) * (b2 - b1) - tracelessOverlap A B) := by
  have sA : A 1 0 = A 0 1 := hA.apply 0 1
  have sB : B 1 0 = B 0 1 := hB.apply 0 1
  have gA := gap_sq hA ha
  have gB := gap_sq hB hb
  obtain ⟨-, htA, -⟩ := (orderedLevels_iff A a1 a2).1 ha
  obtain ⟨-, htB, -⟩ := (orderedLevels_iff B b1 b2).1 hb
  rw [Matrix.trace_fin_two A] at htA
  rw [Matrix.trace_fin_two B] at htB
  simp only [frobSq, tracelessOverlap, Matrix.trace_fin_two, Matrix.mul_apply,
    Matrix.sub_apply, Fin.sum_univ_two, sA, sB]
  -- both sides split into a trace part and a gap part
  linear_combination
    (-(1 / 2)) * ((a1 + a2) - (b1 + b2) + (A 0 0 + A 1 1) - (B 0 0 + B 1 1)) * (htA - htB)
      - (1 / 2) * gA - (1 / 2) * gB
```

The four hypotheses say that $A$ and $B$ are symmetric with ordered levels $a_1,a_2$ and $b_1,b_2$; the claim is
$$\|A-B\|_F^2=(a_1-b_1)^2+(a_2-b_2)^2+(g_Ag_B-S).$$
Using $p^2+q^2=\tfrac12(p+q)^2+\tfrac12(p-q)^2$ on the diagonal elements,
$$\|A-B\|_F^2=\tfrac12(t_A-t_B)^2+\tfrac12(d_A-d_B)^2+\tfrac12(c_A-c_B)^2=\tfrac12(t_A-t_B)^2+\tfrac12(g_A^2+g_B^2)-S .$$
The same rule applied to the level shifts gives
$$(a_1-b_1)^2+(a_2-b_2)^2=\tfrac12(t_A-t_B)^2+\tfrac12(g_A-g_B)^2 .$$
The difference of the two lines is $g_Ag_B-S$. In Lean, `simp only` writes everything in matrix elements, the term with `htA - htB` matches the trace parts, and `gA`, `gB` supply the squared gaps with weight $\tfrac12$.

```lean
/-- For symmetric `A`, `B` the squared product of the gaps is the squared traceless overlap
plus twice the squared Frobenius norm of the commutator. -/
theorem gap_product_sq {A B : M2} {a1 a2 b1 b2 : ℝ} (hA : A.IsSymm) (hB : B.IsSymm)
    (ha : OrderedLevels A a1 a2) (hb : OrderedLevels B b1 b2) :
    ((a2 - a1) * (b2 - b1)) ^ 2
      = tracelessOverlap A B ^ 2 + 2 * frobSq (A * B - B * A) := by
  have sA : A 1 0 = A 0 1 := hA.apply 0 1
  have sB : B 1 0 = B 0 1 := hB.apply 0 1
  rw [mul_pow, gap_sq hA ha, gap_sq hB hb]
  simp only [frobSq, tracelessOverlap, Matrix.trace_fin_two, Matrix.mul_apply,
    Matrix.sub_apply, Fin.sum_univ_two, sA, sB]
  ring
```

The claim is $(g_Ag_B)^2=S^2+2\|AB-BA\|_F^2$. The commutator of two symmetric matrices is antisymmetric, with
$$(AB-BA)_{01}=d_AB_{01}-A_{01}d_B=\tfrac12 w,\qquad w=d_Ac_B-c_Ad_B ,$$
so $2\|AB-BA\|_F^2=2\cdot2\cdot\tfrac14w^2=w^2$. The statement becomes
$$(d_A^2+c_A^2)(d_B^2+c_B^2)=(d_Ad_B+c_Ac_B)^2+(d_Ac_B-c_Ad_B)^2 ,$$
a polynomial identity, which `ring` verifies after `gap_sq` has replaced the gaps.

## The inequality and its companions

```lean
/-- Hoffman-Wielandt inequality in two dimensions: for real symmetric `A`, `B` with ordered
levels, the sum of squared level shifts is at most the squared Frobenius norm of `A - B`. -/
theorem hoffman_wielandt {A B : M2} {a1 a2 b1 b2 : ℝ} (hA : A.IsSymm) (hB : B.IsSymm)
    (ha : OrderedLevels A a1 a2) (hb : OrderedLevels B b1 b2) :
    (a1 - b1) ^ 2 + (a2 - b2) ^ 2 ≤ frobSq (A - B) := by
  have e := frobSq_sub_eq hA hB ha hb
  have l := gap_product_sq hA hB ha hb
  have hF : 0 ≤ frobSq (A * B - B * A) := by
    unfold frobSq
    exact Finset.sum_nonneg fun i _ => Finset.sum_nonneg fun j _ => sq_nonneg _
  -- the common ordering makes the product of the gaps non-negative
  have hg : 0 ≤ (a2 - a1) * (b2 - b1) := mul_nonneg (sub_nonneg.2 ha.1) (sub_nonneg.2 hb.1)
  have hsq : tracelessOverlap A B ^ 2 ≤ ((a2 - a1) * (b2 - b1)) ^ 2 := by linarith
  have h := sq_le_sq.1 hsq
  rw [abs_of_nonneg hg] at h
  have h' := le_abs_self (tracelessOverlap A B)
  linarith
```

For real symmetric $A,B$ with levels ordered the same way,
$$(a_1-b_1)^2+(a_2-b_2)^2\le\|A-B\|_F^2 .$$
The commutator term is a sum of squares (`hF`), so $S^2\le(g_Ag_B)^2$ (`hsq`). Both gaps are non-negative (`hg`), so $|S|\le g_Ag_B$ (`h`), and $S\le|S|$ makes the bracket in `frobSq_sub_eq` non-negative. The tactic `linarith` closes a goal that follows linearly from known equations and inequalities, here `e`, `h` and `h'`.

For a two-state model with real Hamiltonian $A=B+V$, such as two coupled diabatic states that are orthonormal, the summed squared level shifts are at most $\|V\|_F^2$. The perturbation need not be small, and the levels of $B$ may be degenerate.

```lean
/-- For real symmetric `A`, `B` with ordered levels, the sum of squared level shifts equals the
squared Frobenius norm of `A - B` exactly when `A` and `B` commute
and their traceless overlap is non-negative. -/
theorem hoffman_wielandt_eq_iff {A B : M2} {a1 a2 b1 b2 : ℝ} (hA : A.IsSymm) (hB : B.IsSymm)
    (ha : OrderedLevels A a1 a2) (hb : OrderedLevels B b1 b2) :
    (a1 - b1) ^ 2 + (a2 - b2) ^ 2 = frobSq (A - B)
      ↔ A * B = B * A ∧ 0 ≤ tracelessOverlap A B := by
  have e := frobSq_sub_eq hA hB ha hb
  have l := gap_product_sq hA hB ha hb
  have hg : 0 ≤ (a2 - a1) * (b2 - b1) := mul_nonneg (sub_nonneg.2 ha.1) (sub_nonneg.2 hb.1)
  -- only the zero matrix has zero Frobenius norm
  have hz : ∀ M : M2, frobSq M = 0 → M = 0 := by
    intro M h
    simp only [frobSq, Fin.sum_univ_two] at h
    have p00 := sq_nonneg (M 0 0)
    have p01 := sq_nonneg (M 0 1)
    have p10 := sq_nonneg (M 1 0)
    have p11 := sq_nonneg (M 1 1)
    have h00 : M 0 0 = 0 := (pow_eq_zero_iff two_ne_zero).1 (by linarith)
    have h01 : M 0 1 = 0 := (pow_eq_zero_iff two_ne_zero).1 (by linarith)
    have h10 : M 1 0 = 0 := (pow_eq_zero_iff two_ne_zero).1 (by linarith)
    have h11 : M 1 1 = 0 := (pow_eq_zero_iff two_ne_zero).1 (by linarith)
    have hall : ∀ i j, M i j = 0 := by
      simp only [Fin.forall_fin_two]
      exact ⟨⟨h00, h01⟩, h10, h11⟩
    ext i j
    exact hall i j
  constructor
  · intro h
    have hov : tracelessOverlap A B = (a2 - a1) * (b2 - b1) := by linarith
    rw [hov] at l
    have hF : frobSq (A * B - B * A) = 0 := by linarith
    exact ⟨sub_eq_zero.1 (hz _ hF), by linarith⟩
  · rintro ⟨hc, ho⟩
    have hF : frobSq (A * B - B * A) = 0 := by
      rw [hc, sub_self]
      simp [frobSq]
    have hsq : ((a2 - a1) * (b2 - b1)) ^ 2 = tracelessOverlap A B ^ 2 := by linarith
    have hov := (sq_eq_sq₀ hg ho).1 hsq
    linarith
```

Equality holds exactly when $AB=BA$ and $S\ge0$. If the bound is an equality, then $S=g_Ag_B\ge0$ (`hov`); the second identity then forces $\|AB-BA\|_F^2=0$, and a vanishing sum of squares has every term zero (`hz`). Conversely, a vanishing commutator gives $S^2=(g_Ag_B)^2$, and non-negative numbers with equal squares are equal (`sq_eq_sq₀`), so the bracket vanishes.

```lean
/-- Pairing the lower level of each symmetric matrix with the upper level of the other bounds
the squared Frobenius norm of `A - B` from above. -/
theorem frobSq_le_crossed {A B : M2} {a1 a2 b1 b2 : ℝ} (hA : A.IsSymm) (hB : B.IsSymm)
    (ha : OrderedLevels A a1 a2) (hb : OrderedLevels B b1 b2) :
    frobSq (A - B) ≤ (a1 - b2) ^ 2 + (a2 - b1) ^ 2 := by
  have e := frobSq_sub_eq hA hB ha hb
  have l := gap_product_sq hA hB ha hb
  have hF : 0 ≤ frobSq (A * B - B * A) := by
    unfold frobSq
    exact Finset.sum_nonneg fun i _ => Finset.sum_nonneg fun j _ => sq_nonneg _
  have hg : 0 ≤ (a2 - a1) * (b2 - b1) := mul_nonneg (sub_nonneg.2 ha.1) (sub_nonneg.2 hb.1)
  have hsq : tracelessOverlap A B ^ 2 ≤ ((a2 - a1) * (b2 - b1)) ^ 2 := by linarith
  have h := sq_le_sq.1 hsq
  rw [abs_of_nonneg hg] at h
  have h' := neg_abs_le (tracelessOverlap A B)
  -- the crossed pairing exceeds the ordered one by twice the product of the gaps
  have hid : (a1 - b2) ^ 2 + (a2 - b1) ^ 2
      = (a1 - b1) ^ 2 + (a2 - b2) ^ 2 + 2 * ((a2 - a1) * (b2 - b1)) := by ring
  linarith
```

Pairing each lower level with the other upper level bounds the norm from above:
$$\|A-B\|_F^2\le(a_1-b_2)^2+(a_2-b_1)^2 .$$
Expanding the squares, the crossed sum exceeds the ordered one by $2(a_2-a_1)(b_2-b_1)=2g_Ag_B$ (`hid`). The proof reaches $|S|\le g_Ag_B$ as before and now uses $-|S|\le S$, so that $g_Ag_B-S\le2g_Ag_B$.

```lean
/-- The squared change of the gap between two symmetric matrices is at most twice the squared
Frobenius norm of their difference. -/
theorem gap_shift_sq_le {A B : M2} {a1 a2 b1 b2 : ℝ} (hA : A.IsSymm) (hB : B.IsSymm)
    (ha : OrderedLevels A a1 a2) (hb : OrderedLevels B b1 b2) :
    ((a2 - a1) - (b2 - b1)) ^ 2 ≤ 2 * frobSq (A - B) := by
  have h := hoffman_wielandt hA hB ha hb
  nlinarith [sq_nonneg ((a1 - b1) + (a2 - b2))]
```

The gap changes by a bounded amount: $(g_A-g_B)^2\le2\|A-B\|_F^2$. With $x=a_2-b_2$ and $y=a_1-b_1$ one has $g_A-g_B=x-y$ and $2(x^2+y^2)-(x-y)^2=(x+y)^2\ge0$. This square is the hint passed to `nlinarith`, and `hoffman_wielandt` bounds $x^2+y^2$.

## Examples

```lean
/-- The symmetric matrices `[[2,1],[1,2]]` with levels 1, 3 and `[[0,0],[0,2]]` with levels
0, 2 meet the hypotheses, and for them the bound is strict. -/
theorem hoffman_wielandt_witness :
    (!![2, 1; 1, 2] : M2).IsSymm ∧ (!![0, 0; 0, 2] : M2).IsSymm ∧
    OrderedLevels !![2, 1; 1, 2] 1 3 ∧ OrderedLevels !![0, 0; 0, 2] 0 2 ∧
    ((1 : ℝ) - 0) ^ 2 + (3 - 2) ^ 2 < frobSq (!![2, 1; 1, 2] - !![0, 0; 0, 2]) := by
  refine ⟨?_, ?_, ?_, ?_, ?_⟩
  · unfold Matrix.IsSymm
    ext i j
    fin_cases i <;> fin_cases j <;> rfl
  · unfold Matrix.IsSymm
    ext i j
    fin_cases i <;> fin_cases j <;> rfl
  · rw [orderedLevels_iff, Matrix.trace_fin_two_of, Matrix.det_fin_two_of]
    norm_num
  · rw [orderedLevels_iff, Matrix.trace_fin_two_of, Matrix.det_fin_two_of]
    norm_num
  · norm_num [frobSq, Fin.sum_univ_two]
```

The notation `!![2, 1; 1, 2]` lists a matrix row by row. The first matrix has trace 4 and determinant 3, hence levels 1 and 3; the second has trace 2 and determinant 0, hence levels 0 and 2. The squared shifts add to 2, while $A-B=\begin{pmatrix}2&1\\1&0\end{pmatrix}$ has squared norm 6, so the inequality is strict for this pair. Levels are checked through `orderedLevels_iff`, and `norm_num` does the arithmetic.

```lean
/-- For the matrices `[[0,4],[0,0]]` with levels 0, 0 and `[[0,4],[1,0]]` with levels -2, 2,
the sum of squared level shifts exceeds the squared Frobenius norm of the difference. -/
theorem bound_fails_without_symmetry :
    OrderedLevels !![0, 4; 0, 0] 0 0 ∧ OrderedLevels !![0, 4; 1, 0] (-2) 2 ∧
    frobSq (!![0, 4; 0, 0] - !![0, 4; 1, 0]) < ((0 : ℝ) - (-2)) ^ 2 + (0 - 2) ^ 2 := by
  refine ⟨?_, ?_, ?_⟩
  · rw [orderedLevels_iff, Matrix.trace_fin_two_of, Matrix.det_fin_two_of]
    norm_num
  · rw [orderedLevels_iff, Matrix.trace_fin_two_of, Matrix.det_fin_two_of]
    norm_num
  · norm_num [frobSq, Fin.sum_univ_two]

end

end TwoLevelHoffmanWielandt
```

Symmetry cannot simply be dropped. Both matrices have trace 0, with determinants 0 and $-4$, hence real levels $0,0$ and $-2,2$. They differ by 1 in a single element, so the squared norm is 1, while the squared shifts add to 8.

Two further cases are hand checks with no Lean theorem behind them. The common ordering is needed: for $A=B=\operatorname{diag}(0,1)$ the crossed pairing gives $2$ against a norm of $0$. Commutation alone does not give equality: $A=\operatorname{diag}(0,1)$ and $B=\operatorname{diag}(1,0)$ commute and have equal levels, but $S=-1$ and $\|A-B\|_F^2=2$.

```lean
#print axioms TwoLevelHoffmanWielandt.hoffman_wielandt
#print axioms TwoLevelHoffmanWielandt.frobSq_le_crossed
#print axioms TwoLevelHoffmanWielandt.gap_shift_sq_le
#print axioms TwoLevelHoffmanWielandt.bound_fails_without_symmetry
```

```
'TwoLevelHoffmanWielandt.hoffman_wielandt' depends on axioms: [propext, Classical.choice, Quot.sound]
'TwoLevelHoffmanWielandt.frobSq_le_crossed' depends on axioms: [propext, Classical.choice, Quot.sound]
'TwoLevelHoffmanWielandt.gap_shift_sq_le' depends on axioms: [propext, Classical.choice, Quot.sound]
'TwoLevelHoffmanWielandt.bound_fails_without_symmetry' depends on axioms: [propext, Classical.choice, Quot.sound]
```
